# Reflection and transmission probabilities sum to one for a Hermitian nonlocal scatterer on a single-channel chain

After matching a computed wave function to plane waves on both sides of a scattering region, I add |r|² + |t|² and treat any deviation from 1 as a sign of an error. My scattering region is a block of sites 1, …, N on a chain with hopping −1, and its potential W is a Hermitian matrix that may couple any two sites of the block. A unit wave comes in from the left with wave number 0 < k < π. The usual argument says that the current is the same through every bond, but a nonlocal W moves probability between distant sites. Does the sum rule survive, and can the argument be made rigorous and machine-checked?

## The flux agrees at the two ends of the block

Yes, the sum rule survives. The flux may vary from bond to bond inside the block, but it is the same just before and just after it.

Let ψ(n) be the wave function at site n, and write (Wψ)(n) = Σₘ W(n,m) ψ(m), with m running over the block. For real E and 1 ≤ n ≤ N,

−ψ(n+1) − ψ(n−1) + (Wψ)(n) = E ψ(n).

Let φ be a second solution with the same W and E. With a bar or conj for complex conjugation, define the flux on the bond from n to n+1 as

J(n) = φ̄(n) ψ(n+1) − φ̄(n+1) ψ(n).

For φ = ψ this is i times the probability current carried by the hopping (ħ = 1). Across one site it changes by

J(n) − J(n−1) = φ̄(n) [ψ(n+1) + ψ(n−1)] − [φ̄(n+1) + φ̄(n−1)] ψ(n).

The equation gives ψ(n+1) + ψ(n−1) = (Wψ)(n) − E ψ(n), and its conjugate does the same for φ̄. Since E is real, the energy terms cancel:

J(n) − J(n−1) = φ̄(n) (Wψ)(n) − conj[(Wφ)(n)] ψ(n).

Summing over n = 1, …, N telescopes the left side:

J(N) − J(0) = Σₙₘ φ̄(n) W(n,m) ψ(m) − Σₙₘ W̄(n,m) φ̄(m) ψ(n).

Exchanging the names n and m in the second sum turns its matrix element into W̄(m,n), which equals W(n,m) by Hermiticity. The sums cancel, so J(N) = J(0).

## From flux to amplitudes

Let φ have the form a e^(ikn) + b e^(−ikn) for n ≤ 1 and c e^(ikn) + d e^(−ikn) for n ≥ N. Let ψ have the same form with amplitudes a′, b′, c′, d′. With z = e^(ik), the left-hand waves give

φ̄(n) ψ(n+1) = ā a′ z + b̄ b′ z⁻¹ + ā b′ z^(−2n−1) + b̄ a′ z^(2n+1)

φ̄(n+1) ψ(n) = ā a′ z⁻¹ + b̄ b′ z + ā b′ z^(−2n−1) + b̄ a′ z^(2n+1).

The cross terms drop out of the difference, and z − z⁻¹ = 2i sin k, so

J(0) = 2i sin k (ā a′ − b̄ b′).

In the same way J(N) = 2i sin k (c̄ c′ − d̄ d′). Because sin k ≠ 0 for 0 < k < π,

ā a′ − b̄ b′ = c̄ c′ − d̄ d′.

For your state, take φ = ψ with a = 1, b = r, c = t, d = 0. This gives 1 − |r|² = |t|², which is the sum rule.

A unit wave incident from the right has a′ = 0, b′ = t′, c′ = r′, d′ = 1. Pairing it with itself gives |t′|² + |r′|² = 1, and pairing the left-incident state with it gives r̄ t′ + t̄ r′ = 0. Together these relations say that the matrix S with rows (r, t′) and (t, r′) satisfies S†S = 1.

## Two sites with r = 3/5 and t = 4/5

Take N = 2, E = 0, k = π/2, and let W couple sites 1 and 2 with strength −1 and have zero diagonal. The wave function near the block is

ψ(0) = 1 + 3/5 = 8/5

ψ(1) = i − 3i/5 = 2i/5

ψ(2) = −4/5

ψ(3) = −4i/5.

The equation holds at both sites:

site 1: 4/5 − 8/5 + 4/5 = 0

site 2: 4i/5 − 2i/5 − 2i/5 = 0.

The probabilities are 9/25 + 16/25 = 1. The fluxes are J(0) = 32i/25, J(1) = 16i/25 and J(2) = 32i/25. Half of the current between the two sites runs through W, which J does not count.

## What the Lean statements say

A wave function is a map `ψ : ℤ → ℂ`, and `W` is a complex N×N matrix. Its index `i : Fin N` starts at 0, and `site i` is the chain position i + 1. `Solves W E ψ` is the lattice equation on the block, with `E` real by its type. `flux φ ψ n` is J(n), and `wave k a b` is a superposition of the two plane waves.

`IsScattering W E k a b c d ψ` collects the equation and the plane-wave forms for n ≤ 1 and n ≥ N. Given such a state with amplitudes `1 r t 0`, a Hermitian `W` and 0 < k < π, `reflection_add_transmission` concludes `‖r‖ ^ 2 + ‖t‖ ^ 2 = 1`. Given a right-incident state as well, `smatrix_unitary` concludes that S is unitary.

The lead dispersion E = −2 cos k is not imposed, because the argument never uses it. In a physical lead it holds, and the lattice equation at sites 0 and N+1 then extends the plane waves to sites 1 and N.

The existence of a scattering state is a hypothesis; `scattering_witness` supplies one for the two-site example. The model is non-interacting, with one channel and identical nearest-neighbour leads of orthonormal site orbitals. An overlap matrix M multiplying E is covered if it differs from the identity only within the block, since W − E(M − 1) is then Hermitian and can take the place of W. Within these limits, the result justifies your check for a finite tight-binding block, such as one in a Wannier basis: a deviation from 1 means that a hypothesis fails or the numerics are inaccurate.

```lean
import Mathlib

open ComplexConjugate Complex

namespace NonlocalChainScattering

noncomputable section

/-- The chain position `i + 1` of the block site with index `i`, where `i` starts at 0. -/
def site {N : ℕ} (i : Fin N) : ℤ := ((i : ℕ) : ℤ) + 1

/-- The nonlocal potential `W` applied to the wave function, evaluated at block site `i`. -/
def scatter {N : ℕ} (W : Matrix (Fin N) (Fin N) ℂ) (ψ : ℤ → ℂ) (i : Fin N) : ℂ :=
  ∑ j, W i j * ψ (site j)

/-- The lattice Schrödinger equation at energy `E` on all sites of the scattering block. -/
def Solves {N : ℕ} (W : Matrix (Fin N) (Fin N) ℂ) (E : ℝ) (ψ : ℤ → ℂ) : Prop :=
  ∀ i : Fin N, -ψ (site i + 1) - ψ (site i - 1) + scatter W ψ i = (E : ℂ) * ψ (site i)

/-- The flux form of two states on the bond from `n` to `n + 1`. -/
def flux (φ ψ : ℤ → ℂ) (n : ℤ) : ℂ := conj (φ n) * ψ (n + 1) - conj (φ (n + 1)) * ψ n

/-- The superposition `a exp(ikn) + b exp(-ikn)` of two plane waves; for `0 < k < π` the first is
right-moving and the second left-moving. -/
def wave (k : ℝ) (a b : ℂ) (n : ℤ) : ℂ := a * exp (k * I) ^ n + b * exp (k * I) ^ (-n)

/-- A scattering state: it solves the equation on the block, has plane-wave amplitudes `a, b`
for `n ≤ 1`, and amplitudes `c, d` for `n ≥ N`. -/
structure IsScattering {N : ℕ} (W : Matrix (Fin N) (Fin N) ℂ) (E k : ℝ) (a b c d : ℂ)
    (ψ : ℤ → ℂ) : Prop where
  inside : Solves W E ψ
  left : ∀ n : ℤ, n ≤ 1 → ψ n = wave k a b n
  right : ∀ n : ℤ, (N : ℤ) ≤ n → ψ n = wave k c d n

variable {N : ℕ} {W : Matrix (Fin N) (Fin N) ℂ} {E k : ℝ} {φ ψ : ℤ → ℂ}

/-- Across one site of the block the flux changes by a source term built from the nonlocal
potential, for any matrix `W`. -/
theorem local_balance (hφ : Solves W E φ) (hψ : Solves W E ψ) (i : Fin N) :
    flux φ ψ (site i) - flux φ ψ (site i - 1) =
      conj (φ (site i)) * scatter W ψ i - conj (scatter W φ i) * ψ (site i) := by
  have h1 := congrArg conj (hφ i)
  simp only [map_add, map_sub, map_neg, map_mul, Complex.conj_ofReal] at h1
  simp only [flux, sub_add_cancel]
  linear_combination (-conj (φ (site i))) * hψ i + ψ (site i) * h1

/-- For a Hermitian nonlocal potential the flux leaving the block equals the flux entering it. -/
theorem flux_conserved (hW : W.IsHermitian) (hφ : Solves W E φ) (hψ : Solves W E ψ) :
    flux φ ψ N = flux φ ψ 0 := by
  -- the flux difference telescopes into a sum over the block
  have htel : flux φ ψ N - flux φ ψ 0 = ∑ i : Fin N,
      (conj (φ (site i)) * scatter W ψ i - conj (scatter W φ i) * ψ (site i)) := by
    calc flux φ ψ N - flux φ ψ 0
        = ∑ m ∈ Finset.range N, (flux φ ψ ((m + 1 : ℕ) : ℤ) - flux φ ψ (m : ℤ)) :=
          (Finset.sum_range_sub (fun m : ℕ => flux φ ψ (m : ℤ)) N).symm
      _ = ∑ i : Fin N, (flux φ ψ (((i : ℕ) + 1 : ℕ) : ℤ) - flux φ ψ ((i : ℕ) : ℤ)) :=
          (Fin.sum_univ_eq_sum_range
            (fun m : ℕ => flux φ ψ ((m + 1 : ℕ) : ℤ) - flux φ ψ (m : ℤ)) N).symm
      _ = _ := by
          refine Finset.sum_congr rfl fun i _ => ?_
          have h1 : ((i : ℕ) : ℤ) = site i - 1 := by simp [site]
          have h2 : (((i : ℕ) + 1 : ℕ) : ℤ) = site i := by simp [site]
          rw [h2, h1]
          exact local_balance hφ hψ i
  -- Hermiticity cancels the sources in pairs of sites
  have hzero : ∑ i : Fin N, conj (φ (site i)) * scatter W ψ i =
      ∑ i : Fin N, conj (scatter W φ i) * ψ (site i) := by
    simp only [scatter, Finset.mul_sum, map_sum, map_mul, Finset.sum_mul]
    refine Finset.sum_comm.trans ?_
    refine Finset.sum_congr rfl fun j _ => Finset.sum_congr rfl fun i _ => ?_
    have h : conj (W j i) = W i j := hW.apply i j
    rw [h]
    ring
  rw [Finset.sum_sub_distrib, hzero, sub_self] at htel
  exact sub_eq_zero.mp htel

/-- The flux form of two plane-wave superpositions is the same on every bond: `2i sin k` times `conj
a * a' - conj b * b'`. -/
theorem flux_wave (k : ℝ) (a b a' b' : ℂ) (n : ℤ) :
    flux (wave k a b) (wave k a' b') n =
      2 * (Real.sin k : ℂ) * I * (conj a * a' - conj b * b') := by
  have hz : exp (k * I) ≠ 0 := Complex.exp_ne_zero _
  have hc : conj (exp (k * I)) = (exp (k * I))⁻¹ := by
    rw [← Complex.exp_conj, ← Complex.exp_neg]
    simp
  have hs : exp (k * I) - (exp (k * I))⁻¹ = 2 * (Real.sin k : ℂ) * I := by
    rw [← Complex.exp_neg, ← neg_mul, Complex.exp_mul_I, Complex.exp_mul_I, Complex.cos_neg,
      Complex.sin_neg, Complex.ofReal_sin]
    ring
  have hp := mul_inv_cancel₀ (zpow_ne_zero n hz)
  simp only [flux, wave, map_add, map_mul, map_zpow₀, map_inv₀, hc, zpow_neg, inv_zpow,
    inv_inv, zpow_add_one₀ hz, mul_inv]
  generalize exp (k * I) ^ n = p at hp ⊢
  linear_combination ((exp (k * I) - (exp (k * I))⁻¹) * (conj a * a' - conj b * b')) * hp +
    (conj a * a' - conj b * b') * hs

/-- Two scattering states at the same energy and wave number have equal amplitude pairings,
right-moving minus left-moving, on the two sides of a Hermitian nonlocal block. -/
theorem amplitude_pairing {a b c d a' b' c' d' : ℂ} (hW : W.IsHermitian)
    (h0 : 0 < k) (hπ : k < Real.pi)
    (hφ : IsScattering W E k a b c d φ) (hψ : IsScattering W E k a' b' c' d' ψ) :
    conj a * a' - conj b * b' = conj c * c' - conj d * d' := by
  have h := flux_conserved hW hφ.inside hψ.inside
  have hR : flux φ ψ N = flux (wave k c d) (wave k c' d') N := by
    unfold flux
    rw [hφ.right N le_rfl, hφ.right (N + 1) (by omega),
      hψ.right N le_rfl, hψ.right (N + 1) (by omega)]
  have hL : flux φ ψ 0 = flux (wave k a b) (wave k a' b') 0 := by
    unfold flux
    rw [hφ.left 0 (by norm_num), hφ.left (0 + 1) (by norm_num),
      hψ.left 0 (by norm_num), hψ.left (0 + 1) (by norm_num)]
  rw [hR, hL, flux_wave, flux_wave] at h
  -- the common factor `sin k` does not vanish for `0 < k < π`
  have hs : 2 * (Real.sin k : ℂ) * I ≠ 0 :=
    mul_ne_zero (mul_ne_zero two_ne_zero
      (Complex.ofReal_ne_zero.mpr (Real.sin_pos_of_pos_of_lt_pi h0 hπ).ne')) Complex.I_ne_zero
  exact (mul_left_cancel₀ hs h).symm

/-- For a unit wave incident from the left on a Hermitian nonlocal block, the reflection and
transmission probabilities add up to one. -/
theorem reflection_add_transmission {r t : ℂ} (hW : W.IsHermitian)
    (h0 : 0 < k) (hπ : k < Real.pi) (hψ : IsScattering W E k 1 r t 0 ψ) :
    ‖r‖ ^ 2 + ‖t‖ ^ 2 = 1 := by
  have h := amplitude_pairing hW h0 hπ hψ hψ
  simp only [map_one, map_zero, Complex.conj_mul'] at h
  have h' : ((‖r‖ ^ 2 + ‖t‖ ^ 2 : ℝ) : ℂ) = 1 := by
    push_cast
    linear_combination -h
  exact_mod_cast h'

/-- The reflection and transmission amplitudes for incidence from the left (`r, t`) and from the
right (`r', t'`) form a unitary scattering matrix. -/
theorem smatrix_unitary {r t r' t' : ℂ} (hW : W.IsHermitian)
    (h0 : 0 < k) (hπ : k < Real.pi) (hφ : IsScattering W E k 1 r t 0 φ)
    (hψ : IsScattering W E k 0 t' r' 1 ψ) :
    !![r, t'; t, r'] ∈ Matrix.unitaryGroup (Fin 2) ℂ := by
  have h11 := amplitude_pairing hW h0 hπ hφ hφ
  have h12 := amplitude_pairing hW h0 hπ hφ hψ
  have h21 := amplitude_pairing hW h0 hπ hψ hφ
  have h22 := amplitude_pairing hW h0 hπ hψ hψ
  simp only [map_one, map_zero] at h11 h12 h21 h22
  have hs : star !![r, t'; t, r'] = !![conj r, conj t; conj t', conj r'] := by
    ext i j
    fin_cases i <;> fin_cases j <;> simp [Matrix.star_apply]
  rw [Matrix.mem_unitaryGroup_iff', hs, Matrix.mul_fin_two, Matrix.one_fin_two,
    show conj r * r + conj t * t = 1 by linear_combination -h11,
    show conj r * t' + conj t * r' = 0 by linear_combination -h12,
    show conj t' * r + conj r' * t = 0 by linear_combination -h21,
    show conj t' * t' + conj r' * r' = 1 by linear_combination -h22]

/-- A two-site potential that only couples the two sites to each other, with strength `-1`. -/
def bondW : Matrix (Fin 2) (Fin 2) ℂ := !![0, -1; -1, 0]

/-- The wave with `k = π/2` and amplitudes `1, 3/5` up to site 1 and `4/5, 0` beyond it. -/
def bondState (n : ℤ) : ℂ :=
  if n ≤ 1 then wave (Real.pi / 2) 1 (3 / 5) n else wave (Real.pi / 2) (4 / 5) 0 n

/-- The two-site potential `bondW` is Hermitian and has `bondState` as a scattering state with
`r = 3/5`, `t = 4/5`; the bond inside the block carries half the flux of the bond before it. -/
theorem scattering_witness :
    bondW.IsHermitian ∧ IsScattering bondW 0 (Real.pi / 2) 1 (3 / 5) (4 / 5) 0 bondState ∧
      flux bondState bondState 0 = 32 / 25 * I ∧ flux bondState bondState 1 = 16 / 25 * I := by
  have hI : exp (((Real.pi / 2 : ℝ) : ℂ) * I) = I := by
    rw [Complex.exp_mul_I, ← Complex.ofReal_cos, ← Complex.ofReal_sin,
      Real.cos_pi_div_two, Real.sin_pi_div_two]
    simp
  have i2 : I ^ (2 : ℤ) = -1 := by
    rw [show (2 : ℤ) = ((2 : ℕ) : ℤ) from rfl, zpow_natCast, Complex.I_sq]
  have i3 : I ^ (3 : ℤ) = -I := by
    rw [show (3 : ℤ) = ((3 : ℕ) : ℤ) from rfl, zpow_natCast]
    linear_combination I * Complex.I_sq
  -- the four values that enter the equation
  have b0 : bondState 0 = 8 / 5 := by
    rw [bondState, if_pos (by norm_num), wave, hI, neg_zero, zpow_zero]
    norm_num
  have b1 : bondState 1 = 2 / 5 * I := by
    rw [bondState, if_pos (by norm_num), wave, hI, zpow_neg, zpow_one, Complex.inv_I]
    ring
  have b2 : bondState 2 = -4 / 5 := by
    rw [bondState, if_neg (by norm_num), wave, hI, i2, zero_mul]
    ring
  have b3 : bondState 3 = -4 / 5 * I := by
    rw [bondState, if_neg (by norm_num), wave, hI, i3, zero_mul]
    ring
  have s0 : site (0 : Fin 2) = 1 := rfl
  have s1 : site (1 : Fin 2) = 2 := rfl
  have w : bondW 0 0 = 0 ∧ bondW 0 1 = -1 ∧ bondW 1 0 = -1 ∧ bondW 1 1 = 0 := by
    simp [bondW]
  refine ⟨Matrix.IsHermitian.ext fun i j => ?_, ⟨?_, fun n hn => if_pos hn,
    fun n hn => if_neg (by omega)⟩, ?_, ?_⟩
  · fin_cases i <;> fin_cases j <;> simp [bondW]
  · unfold Solves
    rw [Fin.forall_fin_two]
    simp only [scatter, Fin.sum_univ_two, s0, s1, Int.reduceAdd, Int.reduceSub, b0, b1, b2, b3,
      w, Complex.ofReal_zero]
    constructor <;> ring
  · simp only [flux, Int.reduceAdd, b0, b1, map_mul, map_div₀, map_ofNat, Complex.conj_I]
    ring
  · simp only [flux, Int.reduceAdd, b1, b2, map_mul, map_div₀, map_neg, map_ofNat,
      Complex.conj_I]
    ring

end

end NonlocalChainScattering
```

```lean
#print axioms NonlocalChainScattering.reflection_add_transmission
#print axioms NonlocalChainScattering.smatrix_unitary
```

```
'NonlocalChainScattering.reflection_add_transmission' depends on axioms: [propext, Classical.choice, Quot.sound]
'NonlocalChainScattering.smatrix_unitary' depends on axioms: [propext, Classical.choice, Quot.sound]
```

## How the proof follows the derivation

`local_balance` is the change of flux across one site, and it needs no Hermiticity. Its `linear_combination` multiplies the equation for ψ by −φ̄(n) and the conjugated equation for φ by ψ(n), then adds them.

`flux_conserved` has two parts. `htel` telescopes the sum with `Finset.sum_range_sub` and inserts the local balance at each site. `hzero` exchanges the order of summation with `Finset.sum_comm` and uses `hW.apply` for W̄(m,n) = W(n,m).

`flux_wave` computes the plane-wave flux on any bond. There `hc` states that z̄ = z⁻¹, `hs` that z − z⁻¹ = 2i sin k, and `hp` that zⁿ and its inverse multiply to 1.

`amplitude_pairing` puts the plane-wave forms into the fluxes at bonds 0 and N, then cancels 2i sin k, which is nonzero because the sine is positive on (0, π). The sum rule is this pairing for one state with itself. For the S-matrix, the four pairings of the two states give the four entries of S†S = 1.

`scattering_witness` evaluates the four wave-function values above, then checks the two site equations and the fluxes J(0) and J(1).
